# A state orthogonal to an approximate ground state lies below the second level by at most the gap times the missing ground-state population

Q: I have an approximate ground state \(\varphi\) of a Hamiltonian matrix. To get the first excited state, I minimise the energy over unit states orthogonal to \(\varphi\), and the answer can come out below the true excited level. How far below? And would a formal theorem about inner products really say anything about that calculation?

A: Start with the physics. Let \(A\) have orthonormal eigenvectors \(u_i\) with real levels \(E_i\). Write \(g\) for the ground label and \(e\) for the next one, so that \(E_g\le E_e\le\) all remaining levels; these are the textbook \(E_1\) and \(E_2\). Expand a unit state as \(\psi=\sum_i c_iu_i\), with \(c_i=\langle u_i,\psi\rangle\). Then \(A\psi=\sum_i E_ic_iu_i\), and

\[
\langle\psi,A\psi\rangle=\sum_i E_i|c_i|^2 .
\]

Let \(p=|c_g|^2\) be the ground-state population. The other populations add up to \(1-p\), and each of their levels is at least \(E_e\), so

\[
\langle\psi,A\psi\rangle\ \ge\ E_g\,p+E_e(1-p)=E_e-(E_e-E_g)\,p .
\]

Q: So \(\psi\) gets below \(E_e\) only by containing some of the true ground state. What limits \(p\)?

A: The orthogonality to \(\varphi\). Split \(u_g\) into its parts along \(\varphi\) and \(\psi\) and a remainder \(r\) orthogonal to both:

\[
u_g=\langle\varphi,u_g\rangle\varphi+\langle\psi,u_g\rangle\psi+r,
\qquad
1=|\langle\varphi,u_g\rangle|^2+|\langle\psi,u_g\rangle|^2+\|r\|^2 .
\]

If \(\varphi\) has ground-state population \(\cos^2t\), then \(p\le1-\cos^2t=\sin^2t\). Since \(E_e-E_g\ge0\),

\[
\langle\psi,A\psi\rangle\ \ge\ E_e-(E_e-E_g)\sin^2t .
\]

Q: Can that worst case happen?

A: Yes. Take \(\varphi=\cos t\,u_g+\sin t\,u_e\) and \(\psi=-\sin t\,u_g+\cos t\,u_e\). Both are unit vectors, and their overlap is \(-\cos t\sin t+\sin t\cos t=0\). The energy of \(\psi\) is \(E_g\sin^2t+E_e\cos^2t\), which is the bound.

Q: Now the formal version. What is a state there, and what is its energy?

A: A state is a vector in an inner-product space `V` over `𝕜`, which stands for the real or the complex numbers. The finite type `ι` labels the levels.

```lean
import Mathlib

open scoped InnerProductSpace

namespace ExcitedStateByOrthogonality

noncomputable section

variable {𝕜 V ι : Type*} [RCLike 𝕜] [NormedAddCommGroup V] [InnerProductSpace 𝕜 V] [Fintype ι]

/-- The real part of `⟨x, A x⟩`. For a symmetric `A` and a unit vector `x`, this is the energy
expectation value. -/
def energy (A : V →ₗ[𝕜] V) (x : V) : ℝ := RCLike.re (inner 𝕜 x (A x))
```

The inner product is conjugate-linear in its first slot, as in Dirac notation. `energy` doesn't divide by \(\langle x,x\rangle\), so the bounds assume unit norm. Taking the real part loses nothing here, because the expansion above is already real.

Q: Where is the Hamiltonian's symmetry?

A: It is contained in the assumption of an orthonormal eigenbasis with real levels.

```lean
/-- The orthonormal basis `b` consists of eigenvectors of `A` with real levels `E`; `g` labels
a lowest level and `e` a lowest one among the others. -/
structure IsLowestPair (A : V →ₗ[𝕜] V) (b : OrthonormalBasis ι 𝕜 V) (E : ι → ℝ)
    (g e : ι) : Prop where
  eigen : ∀ i, A (b i) = (E i : 𝕜) • b i
  ne : g ≠ e
  le : E g ≤ E e
  rest : ∀ i, i ≠ g → E e ≤ E i
```

The four fields are the eigenvalue equations, the distinctness of the two labels, \(E_g\le E_e\), and \(E_e\le E_i\) for every \(i\ne g\). Here `e` is a label, not a charge. Degeneracy is allowed: if \(E_g=E_e\), the bound is simply \(E_e\). The eigenbasis is assumed, not derived; for a real symmetric or Hermitian matrix of size at least two, the spectral theorem supplies it.

The states that attain the bound come from one definition:

```lean
/-- The state `cos t u_g + sin t u_e` in the plane of two basis states. -/
def rotated (b : OrthonormalBasis ι 𝕜 V) (g e : ι) (t : ℝ) : V :=
  (Real.cos t : 𝕜) • b g + (Real.sin t : 𝕜) • b e
```

Q: Does the proof follow your argument?

A: Closely. First comes the expansion in populations.

```lean
variable {A : V →ₗ[𝕜] V} {b : OrthonormalBasis ι 𝕜 V} {E : ι → ℝ} {g e : ι}

/-- The energy of a state is the sum of the levels weighted by their populations. -/
theorem energy_eq_sum (h : IsLowestPair A b E g e) (x : V) :
    energy A x = ∑ i, E i * ‖inner 𝕜 (b i) x‖ ^ 2 := by
  have hx : A x = ∑ i, inner 𝕜 (b i) x • ((E i : 𝕜) • b i) := by
    conv_lhs => rw [← b.sum_repr' x]
    simp only [map_sum, map_smul, h.eigen]
  unfold energy
  rw [hx, inner_sum, map_sum]
  refine Finset.sum_congr rfl fun i _ => ?_
  rw [inner_smul_right, inner_smul_right]
  have key : inner 𝕜 (b i) x * ((E i : 𝕜) * inner 𝕜 x (b i))
      = ((E i * ‖inner 𝕜 (b i) x‖ ^ 2 : ℝ) : 𝕜) := by
    rw [← inner_conj_symm x (b i)]
    push_cast
    rw [← RCLike.mul_conj]
    ring
  rw [key, RCLike.ofReal_re]
```

`b.sum_repr'` writes \(x\) in the eigenbasis, and `h.eigen` lets \(A\) act on each term. The inner `key` is the identity \(c_i\,\overline{c_i}=|c_i|^2\), multiplied by \(E_i\).

Next, the levels above the ground level are replaced by \(E_e\).

```lean
/-- A unit state with ground-state population `p` has energy at least `E_e - (E_e - E_g) p`. -/
theorem energy_ge_of_population (h : IsLowestPair A b E g e) {x : V} (hx : ‖x‖ = 1) :
    E e - (E e - E g) * ‖inner 𝕜 (b g) x‖ ^ 2 ≤ energy A x := by
  classical
  rw [energy_eq_sum h]
  -- every level other than the ground level is replaced by `E e`
  have key : ∑ i, (E e * ‖inner 𝕜 (b i) x‖ ^ 2
      - if i = g then (E e - E g) * ‖inner 𝕜 (b i) x‖ ^ 2 else 0)
      ≤ ∑ i, E i * ‖inner 𝕜 (b i) x‖ ^ 2 := by
    refine Finset.sum_le_sum fun i _ => ?_
    by_cases hi : i = g
    · rw [if_pos hi, hi]
      apply le_of_eq
      ring
    · rw [if_neg hi, sub_zero]
      exact mul_le_mul_of_nonneg_right (h.rest i hi) (sq_nonneg _)
  rw [Finset.sum_sub_distrib, ← Finset.mul_sum, b.sum_sq_norm_inner_right, hx,
    Finset.sum_ite_eq'] at key
  simp only [Finset.mem_univ, if_true] at key
  linarith
```

The comparison is made term by term. The `if` subtracts \(E_e-E_g\) times the population at \(i=g\) only, so that term is an equality, while the others use `h.rest`. Summing the populations to one gives the bound.

Q: And the splitting of \(u_g\)?

A: That is Bessel's inequality, and it deserves a closer look.

```lean
/-- Two orthogonal unit states share at most one unit of population in any unit state `u`. -/
theorem population_add_le_one {u φ ψ : V} (hu : ‖u‖ = 1) (hφ : ‖φ‖ = 1) (hψ : ‖ψ‖ = 1)
    (ho : inner 𝕜 φ ψ = 0) :
    ‖inner 𝕜 u φ‖ ^ 2 + ‖inner 𝕜 u ψ‖ ^ 2 ≤ 1 := by
  have ho' : inner 𝕜 ψ φ = 0 := inner_eq_zero_symm.mp ho
  have hv : Orthonormal 𝕜 ![φ, ψ] := by
    constructor
    · intro i
      fin_cases i <;> simp [hφ, hψ]
    · intro i j hij
      fin_cases i <;> fin_cases j <;> simp [ho, ho'] at hij ⊢
  -- Bessel's inequality for the pair
  have key := hv.sum_inner_products_le (x := u) (s := Finset.univ)
  rw [norm_inner_symm u φ, norm_inner_symm u ψ]
  simpa [Fin.sum_univ_two, hu] using key
```

Mathlib's `Orthonormal.sum_inner_products_le` takes an orthonormal family and any finite set of its labels, and bounds the sum of squared overlaps with a vector by that vector's squared norm. The family needn't be a basis, so two vectors are enough: `![φ, ψ]` is the family indexed by 0 and 1. The `constructor` block checks its norms and its mutual orthogonality. The roles are reversed from the usual expansion: the trial states form the family, and the exact state `u` is the vector being expanded. Mathlib puts the family member in the first slot, so `norm_inner_symm` swaps the arguments, which leaves the modulus unchanged.

The lower bound now combines the two estimates.

```lean
/-- If a unit trial ground state `φ` has ground-state population `cos² t`, every unit state
orthogonal to `φ` has energy at least `E_e - (E_e - E_g) sin² t`. -/
theorem excited_energy_ge (h : IsLowestPair A b E g e) {φ ψ : V} {t : ℝ}
    (hφ : ‖φ‖ = 1) (hψ : ‖ψ‖ = 1) (ho : inner 𝕜 φ ψ = 0)
    (ht : ‖inner 𝕜 (b g) φ‖ ^ 2 = Real.cos t ^ 2) :
    E e - (E e - E g) * Real.sin t ^ 2 ≤ energy A ψ := by
  have h1 := population_add_le_one (b.orthonormal.1 g) hφ hψ ho
  have h2 := energy_ge_of_population h hψ
  have h3 : ‖inner 𝕜 (b g) ψ‖ ^ 2 ≤ Real.sin t ^ 2 := by
    linarith [Real.sin_sq_add_cos_sq t]
  have h4 := mul_le_mul_of_nonneg_left h3 (sub_nonneg.2 h.le)
  linarith
```

In the proof, `h3` is \(p\le\sin^2t\), and `h4` multiplies it by the nonnegative gap.

Q: That is an inequality for a given pair. Where does it say that the bound is attained?

A: In the theorem after next. It needs the overlap of two rotated states:

```lean
/-- Two states in the plane of distinct basis states, at angles `s` and `t`, have overlap
`cos (s - t)`. -/
theorem inner_rotated (b : OrthonormalBasis ι 𝕜 V) (hne : g ≠ e) (s t : ℝ) :
    inner 𝕜 (rotated b g e s) (rotated b g e t) = (Real.cos (s - t) : 𝕜) := by
  have hn : ∀ i, inner 𝕜 (b i) (b i) = (1 : 𝕜) := fun i => by
    rw [inner_self_eq_norm_sq_to_K, b.orthonormal.1 i]
    simp
  simp only [rotated, inner_add_left, inner_add_right, inner_smul_left, inner_smul_right,
    hn, b.orthonormal.2 hne, b.orthonormal.2 hne.symm, RCLike.conj_ofReal, Real.cos_sub]
  push_cast
  ring

/-- Over all orthonormal pairs `φ, ψ` in which `φ` has ground-state population `cos² t`,
the least energy of `ψ` is exactly `E_e - (E_e - E_g) sin² t`. -/
theorem isLeast_excited_energy (h : IsLowestPair A b E g e) (t : ℝ) :
    IsLeast {ε : ℝ | ∃ φ ψ : V, ‖φ‖ = 1 ∧ ‖ψ‖ = 1 ∧ inner 𝕜 φ ψ = 0 ∧
      ‖inner 𝕜 (b g) φ‖ ^ 2 = Real.cos t ^ 2 ∧ energy A ψ = ε}
      (E e - (E e - E g) * Real.sin t ^ 2) := by
  have hnorm : ∀ s, ‖rotated b g e s‖ = 1 := fun s => by
    have h1 := inner_self_eq_norm_sq (𝕜 := 𝕜) (rotated b g e s)
    rw [inner_rotated b h.ne, sub_self, Real.cos_zero, RCLike.ofReal_re] at h1
    exact (pow_eq_one_iff_of_nonneg (norm_nonneg _) two_ne_zero).mp h1.symm
  have h0 : b g = rotated b g e 0 := by simp [rotated]
  constructor
  · -- the pair at angles `t` and `t + π/2` attains the bound
    refine ⟨rotated b g e t, rotated b g e (t + Real.pi / 2), hnorm _, hnorm _, ?_, ?_, ?_⟩
    · rw [inner_rotated b h.ne, show t - (t + Real.pi / 2) = -(Real.pi / 2) by ring,
        Real.cos_neg, Real.cos_pi_div_two, RCLike.ofReal_zero]
    · rw [h0, inner_rotated b h.ne, zero_sub, Real.cos_neg, RCLike.norm_ofReal, sq_abs]
    · have hA : A (rotated b g e (t + Real.pi / 2))
          = ((-Real.sin t * E g : ℝ) : 𝕜) • b g + ((Real.cos t * E e : ℝ) : 𝕜) • b e := by
        simp only [rotated, map_add, map_smul, h.eigen, smul_smul,
          Real.cos_add_pi_div_two, Real.sin_add_pi_div_two, RCLike.ofReal_mul]
      have hn : ∀ i, inner 𝕜 (b i) (b i) = (1 : 𝕜) := fun i => by
        rw [inner_self_eq_norm_sq_to_K, b.orthonormal.1 i]
        simp
      have hE : inner 𝕜 (rotated b g e (t + Real.pi / 2)) (A (rotated b g e (t + Real.pi / 2)))
          = ((E g * Real.sin t ^ 2 + E e * Real.cos t ^ 2 : ℝ) : 𝕜) := by
        rw [hA]
        simp only [rotated, inner_add_left, inner_add_right, inner_smul_left,
          inner_smul_right, hn, b.orthonormal.2 h.ne, b.orthonormal.2 h.ne.symm,
          RCLike.conj_ofReal, Real.cos_add_pi_div_two, Real.sin_add_pi_div_two]
        push_cast
        ring
      rw [energy, hE, RCLike.ofReal_re]
      linear_combination E e * Real.sin_sq_add_cos_sq t
  · rintro ε ⟨φ, ψ, hφ, hψ, ho, ht, rfl⟩
    exact excited_energy_ge h hφ hψ ho ht
```

`IsLeast` says that the value belongs to the set and that nothing in the set is smaller. The set contains the energies of \(\psi\) over all orthonormal pairs in which \(\varphi\) has ground-state population \(\cos^2t\). For membership, the proof uses the angles \(t\) and \(t+\pi/2\). The overlap formula gives their norms, their orthogonality and, since \(u_g\) is the rotated state at angle 0, the population \(\cos^2t\). The remaining lines compute the energy, and the second half cites the lower bound.

Q: Then my own minimisation, with \(\varphi\) fixed, needn't reach that value.

A: Correct. The minimum is over both states. With levels 0, 1, 3 and \(\varphi\) an equal mixture of the lowest and highest eigenvectors, the bound is \(1/2\), but the least energy orthogonal to that \(\varphi\) is 1. Here the error in \(\varphi\) points towards the highest level and causes no undershoot; an error towards \(u_e\), as in the rotated pair, allows the full loss.

Q: I rarely know \(\cos^2t\). Is there a version in terms of energies?

A: Yes. Add the population bounds for \(\varphi\) and \(\psi\). Their ground-state populations total at most one, so the two energies sum to at least \(2E_e-(E_e-E_g)=E_g+E_e\). Rearranged, the undershoot of \(\psi\) is at most the energy error of \(\varphi\):

```lean
/-- The energy of a unit state `ψ` orthogonal to a unit trial ground state `φ` falls below `E_e`
by at most the energy error of `φ`. -/
theorem undershoot_le_ground_error (h : IsLowestPair A b E g e) {φ ψ : V}
    (hφ : ‖φ‖ = 1) (hψ : ‖ψ‖ = 1) (ho : inner 𝕜 φ ψ = 0) :
    E e - energy A ψ ≤ energy A φ - E g := by
  have h1 := population_add_le_one (b.orthonormal.1 g) hφ hψ ho
  have h2 := energy_ge_of_population h hφ
  have h3 := energy_ge_of_population h hψ
  have h4 := mul_le_mul_of_nonneg_left h1 (sub_nonneg.2 h.le)
  linarith
```

For configuration interaction in a finite basis, this means that a ground state converged to some energy error can lower the next state, found by orthogonality, by no more than that error, measured against the exact levels of the same matrix.

Q: Is there a concrete operator that meets the assumptions?

A: A diagonal one with three levels:

```lean
/-- The operator on real three-component vectors that multiplies the components by 0, 1, 3. -/
def threeLevel : EuclideanSpace ℝ (Fin 3) →ₗ[ℝ] EuclideanSpace ℝ (Fin 3) where
  toFun x := WithLp.toLp 2 fun i => (![0, 1, 3] : Fin 3 → ℝ) i * x.ofLp i
  map_add' x y := by
    ext i
    exact mul_add _ _ _
  map_smul' c x := by
    ext i
    exact mul_left_comm _ _ _

/-- The three-level operator with the standard basis and levels 0, 1, 3 meets the assumptions
on the spectrum. -/
theorem isLowestPair_witness :
    IsLowestPair threeLevel (EuclideanSpace.basisFun (Fin 3) ℝ) ![0, 1, 3] 0 1 where
  eigen i := by
    ext j
    fin_cases i <;> fin_cases j <;> simp [threeLevel]
  ne := by decide
  le := by norm_num
  rest i hi := by
    fin_cases i
    · exact absurd rfl hi
    all_goals norm_num

end

end ExcitedStateByOrthogonality
```

Lean counts from 0, so the ground label is 0 and the next is 1. The witness checks the eigenvalue equations and the ordering for the standard basis.

```lean
#print axioms ExcitedStateByOrthogonality.isLeast_excited_energy
-- 'ExcitedStateByOrthogonality.isLeast_excited_energy' depends on axioms: [propext, Classical.choice, Quot.sound]
#print axioms ExcitedStateByOrthogonality.undershoot_le_ground_error
-- 'ExcitedStateByOrthogonality.undershoot_le_ground_error' depends on axioms: [propext, Classical.choice, Quot.sound]
```

Q: What still separates this from my molecule?

A: The passage from the finite matrix to the full Hamiltonian. The levels \(E_g\) and \(E_e\) belong to the matrix, and the error made by truncating the basis has to be estimated separately. Within the matrix problem, the statement does capture your situation: it limits how far an imperfect ground state can pull the next energy down.
